# The determinant of an overlap matrix enlarged by one basis function

A finite set of functions has overlap matrix S = LLᴴ, and one more function is added, whose overlaps with the old ones are s = Ly and whose squared norm is d. The lemma `det_enlarge` states that the enlarged matrix has determinant |det L|²(d − ‖y‖²), where ‖y‖² is the sum of the |yᵢ|². The functions need not be normalised (a normalised new function has d = 1), L is any square complex matrix, and d may be any real number, even one for which the enlarged matrix is not a true overlap matrix. The proof writes the enlarged matrix as a lower times an upper block triangular matrix and multiplies the determinants of their diagonal blocks.

The first attempt, which Lean rejects:

```lean
import Mathlib

open Matrix
open scoped ComplexOrder

namespace BorderedCholesky

noncomputable section

variable {n : ℕ}

/-- The squared Euclidean norm of a complex coefficient vector. -/
def sqNorm (y : Fin n → ℂ) : ℝ := ∑ i, ‖y i‖ ^ 2

/-- The overlap matrix `S` enlarged by one function that has overlaps `s` with the old
functions and squared norm `d`. -/
def enlarge (S : Matrix (Fin n) (Fin n) ℂ) (s : Fin n → ℂ) (d : ℝ) :
    Matrix (Fin n ⊕ Unit) (Fin n ⊕ Unit) ℂ :=
  fromBlocks S (of fun i _ => s i) (of fun _ j => star (s j)) (of fun _ _ => (d : ℂ))

/-- The squared norm of a vector is its Hermitian product with itself. -/
theorem sqNorm_eq (y : Fin n → ℂ) : (sqNorm y : ℂ) = star y ⬝ᵥ y := by
  simp only [sqNorm, dotProduct, Pi.star_apply]
  push_cast
  exact Finset.sum_congr rfl fun i _ => (Complex.conj_mul' (y i)).symm

/-- The determinant of the enlarged overlap matrix is `|det L|² (d - ‖y‖²)`, for every
real `d`. -/
theorem det_enlarge (L : Matrix (Fin n) (Fin n) ℂ) (y : Fin n → ℂ) (d : ℝ) :
    (enlarge (L * Lᴴ) (L *ᵥ y) d).det = ((‖L.det‖ ^ 2 * (d - sqNorm y) : ℝ) : ℂ) := by
  -- split into a lower and an upper block triangular matrix, without square roots
  have hfac : enlarge (L * Lᴴ) (L *ᵥ y) d =
      fromBlocks L 0 (of fun (_ : Unit) j => star (y j)) (of fun _ _ => (1 : ℂ)) *
      fromBlocks Lᴴ (of fun i (_ : Unit) => y i) 0
        (of fun _ _ => (d : ℂ) - (sqNorm y : ℂ)) := by
    ext (i | i) (j | j)
    · simp [enlarge, mul_apply, Fintype.sum_sum_type]
    · simp [enlarge, mul_apply, Fintype.sum_sum_type, mulVec, dotProduct]
    · simp [enlarge, mul_apply, Fintype.sum_sum_type, mulVec, dotProduct, mul_comm]
    · have hy : ∑ k, star (y k) * y k = (sqNorm y : ℂ) := (sqNorm_eq y).symm
      simp only [enlarge, mul_apply, Fintype.sum_sum_type, fromBlocks_apply₂₁,
        fromBlocks_apply₁₂, fromBlocks_apply₂₂, of_apply, Finset.univ_unique,
        Finset.sum_singleton]
      rw [hy]
      ring
  have hn : star L.det * L.det = (‖L.det‖ : ℂ) ^ 2 := Complex.conj_mul' L.det
  rw [hfac, det_mul, det_fromBlocks_zero₁₂, det_fromBlocks_zero₂₁, det_unique, det_unique,
    det_conjTranspose]
  simp only [of_apply]
  push_cast
  linear_combination ((d : ℂ) - (sqNorm y : ℂ)) * hn

end

end BorderedCholesky
```

The error:

```
Main.lean:47:67: error(lean.synthInstanceFailed): failed to synthesize instance of type class
  Unique (Fin n)

Hint: Type class instance resolution failures can be inspected with the `set_option trace.Meta.synthInstance true` command.
Main.lean:51:2: error: ring failed, ring expressions not equal
n : ℕ
L : Matrix (Fin n) (Fin n) ℂ
y : Fin n → ℂ
d : ℝ
hfac :
  enlarge (L * Lᴴ) (L *ᵥ y) d =
    fromBlocks L 0 (of fun x j => star (y j)) (of fun x x_1 => 1) *
      fromBlocks Lᴴ (of fun i x => y i) 0 (of fun x x_1 => ↑d - ↑(sqNorm y))
hn : star L.det * L.det = ↑‖L.det‖ ^ 2
⊢ L default default * star L.det * (of fun x x_1 => ↑d - ↑(sqNorm y)).det - star L.det * ↑d * L.det +
              star L.det * ↑(sqNorm y) * L.det +
            ↑d * ↑‖L.det‖ ^ 2 -
          ↑d * ↑‖L default default‖ ^ 2 -
        ↑(sqNorm y) * ↑‖L.det‖ ^ 2 +
      ↑(sqNorm y) * ↑‖L default default‖ ^ 2 =
    0
```

Diagnosis. The first message comes from the first `det_unique` in the `rw`. That lemma equates a determinant with the matrix's single entry when the index type has exactly one element. It was meant for the two 1×1 corner blocks, but with no matrix given it matched `L.det` first, and so Lean looked for `Unique (Fin n)`, which is not available for general `n`.

The second message follows from the first. Lean carried on after the error with `L.det` replaced by `L default default`, and the second `det_unique` went to the corner with entry 1, so the other corner's determinant was left standing. `hn` still speaks of `L.det`, and `linear_combination` could not close the goal.

The repair adds `hcorner`, which says that a 1×1 matrix over `Unit` with constant entry `z` has determinant `z`. It cannot match `L.det`, so its two uses rewrite the two corners. It also gives the entries directly, which leaves `simp only [of_apply]` nothing to simplify; that line would now fail, and it is removed.

After these edits no error is left:

```diff
@@ -45,7 +45,8 @@
       ring
   have hn : star L.det * L.det = (‖L.det‖ : ℂ) ^ 2 := Complex.conj_mul' L.det
-  rw [hfac, det_mul, det_fromBlocks_zero₁₂, det_fromBlocks_zero₂₁, det_unique, det_unique,
+  have hcorner : ∀ z : ℂ, (of fun _ _ => z : Matrix Unit Unit ℂ).det = z :=
+    fun z => det_unique _
+  rw [hfac, det_mul, det_fromBlocks_zero₁₂, det_fromBlocks_zero₂₁, hcorner, hcorner,
     det_conjTranspose]
-  simp only [of_apply]
   push_cast
   linear_combination ((d : ℂ) - (sqNorm y : ℂ)) * hn
```
